# Powers of the Peaceman–Rachford step for Hermitian A and B are bounded by √(1 + ‖tB/2‖²)

A code that propagates a wavefunction on a two-dimensional grid can replace one large linear solve per time step by two sets of small ones, one set for each direction. Write the Hamiltonian as A + B with ħ = 1, let t be the time step, and set L = tA/2 and K = tB/2. One step takes ψ to ψ′ through an intermediate vector χ:

(1 + iL) χ = (1 − iK) ψ

(1 + iK) ψ′ = (1 − iL) χ

Let A and B be the finite-difference kinetic energies along x and y, with three-point stencils and hard-wall boundaries, and add half of a local potential to each. Each solve then splits into independent tridiagonal systems. Eliminating χ gives ψ′ = Sψ with

S = (1 + iK)⁻¹ (1 − iL) (1 + iL)⁻¹ (1 − iK).

## A bound that does not grow with the number of steps

S is in general not unitary, so the norm of ψ can change from step to step. A long run relies on these changes not accumulating. For Hermitian n × n matrices A and B, real t and every natural number k,

‖Sᵏ‖ ≤ √(1 + ‖K‖²),

where ‖·‖ is the operator norm induced by the Euclidean norm. For quantum dynamics with a finite, time-independent Hamiltonian matrix, this rules out exponential growth at any step size.

There is also an exactly conserved quantity, which a code can monitor in place of the norm:

‖ψ‖² + ‖Kψ‖² = ⟨ψ, (1 + K²)ψ⟩.

A drift in it beyond solver tolerance and rounding points to an error in the implementation, whereas a bounded oscillation of ‖ψ‖ need not.

## The step is similar to a unitary matrix

Since K is Hermitian, (1 + iK)† = 1 − iK. The two factors commute, and

(1 − iK)(1 + iK) = (1 + iK)(1 − iK) = 1 + K².

For x ≠ 0, ⟨x, (1 + K²)x⟩ = ‖x‖² + ‖Kx‖² > 0. Hence 1 + K² is invertible, and so is 1 + iK. The same holds for L.

Define the Cayley factor C(K) = (1 − iK)(1 + iK)⁻¹. It is unitary:

C(K)† C(K) = (1 − iK)⁻¹ (1 + iK)(1 − iK) (1 + iK)⁻¹
= (1 − iK)⁻¹ (1 − iK)(1 + iK) (1 + iK)⁻¹ = 1.

Multiplying (1 + iK) + (1 − iK) = 2 from the right by (1 + iK)⁻¹ gives

(1 + iK)⁻¹ = (1 + C(K))/2, so ‖(1 + iK)⁻¹‖ ≤ (1 + 1)/2 = 1.

For the factor itself,

‖1 + iK‖² = ‖(1 + iK)†(1 + iK)‖ = ‖1 + K²‖ ≤ 1 + ‖K‖².

Now multiply S from the left by 1 + iK:

(1 + iK) S = C(L)(1 − iK) = C(L) C(K) (1 + iK).

With U = C(L)C(K), which is unitary, induction on k gives

(1 + iK) Sᵏ = Uᵏ (1 + iK), or Sᵏ = (1 + iK)⁻¹ Uᵏ (1 + iK).

The three factors have norms at most 1, 1 and √(1 + ‖K‖²), which proves the bound. The conservation law follows from the same relation:

(Sᵏ)† (1 + K²) Sᵏ = ((1 + iK)Sᵏ)† (1 + iK)Sᵏ
= (1 + iK)† (Uᵏ)† Uᵏ (1 + iK) = 1 + K².

## One level and two levels

For n = 1, all factors are complex numbers and commute, so S = C(L)C(K) has modulus one. The bound then holds with room to spare unless K = 0.

Two levels suffice to attain it. Take t = 2, A = σx and B = P, the projector on the first basis state e₁. Then K = P, ‖K‖ = 1, and

S = [[0, −(1 + i)/2], [−(1 + i), 0]].

The normalised state e₁ goes to −(1 + i)e₂, whose norm is √2. This equals √(1 + ‖K‖²). More generally, B = κP with κ ≥ 0 gives ‖K‖ = κ and sends e₁ to −(κ + i)e₂, whose norm is √(1 + κ²). Hence no smaller function of ‖K‖ alone can serve as a bound for all Hermitian pairs. The Lean file treats the case κ = 1.

## The Lean file

```lean
import Mathlib

open Matrix Complex
open scoped Matrix.Norms.L2Operator ComplexOrder

namespace PeacemanRachfordStability

noncomputable section

variable {n : Type*} [Fintype n] [DecidableEq n]

/-- The factor `1 + iK`, which is inverted in an implicit half step. -/
def implicitFactor (K : Matrix n n ℂ) : Matrix n n ℂ := 1 + I • K

/-- The factor `1 - iK`, which is applied in an explicit half step. -/
def explicitFactor (K : Matrix n n ℂ) : Matrix n n ℂ := 1 - I • K

/-- The Cayley factor `(1 - iK)(1 + iK)⁻¹`. -/
def cayley (K : Matrix n n ℂ) : Matrix n n ℂ := explicitFactor K * (implicitFactor K)⁻¹

/-- The alternating step `(1 + iK)⁻¹ (1 - iL) (1 + iL)⁻¹ (1 - iK)`. -/
def splitStep (L K : Matrix n n ℂ) : Matrix n n ℂ :=
  (implicitFactor K)⁻¹ * explicitFactor L * (implicitFactor L)⁻¹ * explicitFactor K

/-- The Peaceman-Rachford step of length `t` for the Hamiltonian `A + B`. -/
def peacemanRachford (t : ℝ) (A B : Matrix n n ℂ) : Matrix n n ℂ :=
  splitStep ((t / 2) • A) ((t / 2) • B)

omit [Fintype n] in
/-- For Hermitian `K` the adjoint of `1 + iK` is `1 - iK`. -/
theorem implicitFactor_conjTranspose {K : Matrix n n ℂ} (hK : K.IsHermitian) :
    (implicitFactor K)ᴴ = explicitFactor K := by
  simp [implicitFactor, explicitFactor, Matrix.conjTranspose_smul, hK.eq, sub_eq_add_neg]

/-- The implicit and explicit factors multiply, in either order, to `1 + K²`. -/
theorem factor_mul (K : Matrix n n ℂ) :
    explicitFactor K * implicitFactor K = 1 + K * K ∧
      implicitFactor K * explicitFactor K = 1 + K * K := by
  have h : (I • K) * (I • K) = -(K * K) := by
    rw [smul_mul_smul_comm, I_mul_I, neg_one_smul]
  have h1 : ∀ X : Matrix n n ℂ, (1 - X) * (1 + X) = 1 - X * X := fun X => by noncomm_ring
  have h2 : ∀ X : Matrix n n ℂ, (1 + X) * (1 - X) = 1 - X * X := fun X => by noncomm_ring
  unfold explicitFactor implicitFactor
  rw [h1, h2, h, sub_neg_eq_add]
  exact ⟨rfl, rfl⟩

/-- For Hermitian `K` the matrix `1 + iK` has an invertible determinant. -/
theorem isUnit_det_implicitFactor {K : Matrix n n ℂ} (hK : K.IsHermitian) :
    IsUnit (implicitFactor K).det := by
  -- `1 + K²` is positive definite
  have hp := (Matrix.PosDef.one : (1 : Matrix n n ℂ).PosDef).add_posSemidef
    (Matrix.posSemidef_conjTranspose_mul_self K)
  rw [hK.eq] at hp
  have hd : (1 + K * K).det ≠ 0 := hp.det_pos.ne'
  rw [← (factor_mul K).1, Matrix.det_mul] at hd
  exact isUnit_iff_ne_zero.2 (right_ne_zero_of_mul hd)

/-- The Cayley factor of a Hermitian matrix is unitary. -/
theorem cayley_mem_unitaryGroup {K : Matrix n n ℂ} (hK : K.IsHermitian) :
    cayley K ∈ Matrix.unitaryGroup n ℂ := by
  rw [Matrix.mem_unitaryGroup_iff', Matrix.star_eq_conjTranspose]
  have h1 := Matrix.mul_nonsing_inv _ (isUnit_det_implicitFactor hK)
  have h2 : ((implicitFactor K)⁻¹)ᴴ * explicitFactor K = 1 := by
    rw [← implicitFactor_conjTranspose hK, ← Matrix.conjTranspose_mul, h1,
      Matrix.conjTranspose_one]
  have h3 : (explicitFactor K)ᴴ = implicitFactor K := by
    rw [← implicitFactor_conjTranspose hK, Matrix.conjTranspose_conjTranspose]
  calc (cayley K)ᴴ * cayley K
      = ((implicitFactor K)⁻¹)ᴴ * (implicitFactor K * explicitFactor K)
          * (implicitFactor K)⁻¹ := by
        rw [cayley, Matrix.conjTranspose_mul, h3]
        simp only [Matrix.mul_assoc]
    _ = (((implicitFactor K)⁻¹)ᴴ * explicitFactor K)
          * (implicitFactor K * (implicitFactor K)⁻¹) := by
        rw [(factor_mul K).2, ← (factor_mul K).1]
        simp only [Matrix.mul_assoc]
    _ = 1 := by rw [h2, h1, one_mul]

/-- A unitary matrix has operator norm at most one. -/
theorem norm_le_one_of_unitary {U : Matrix n n ℂ} (hU : U ∈ Matrix.unitaryGroup n ℂ) :
    ‖U‖ ≤ 1 := by
  have h1 := Matrix.l2_opNorm_conjTranspose_mul_self (1 : Matrix n n ℂ)
  rw [Matrix.conjTranspose_one, one_mul] at h1
  have h2 := Matrix.l2_opNorm_conjTranspose_mul_self U
  rw [← Matrix.star_eq_conjTranspose, Matrix.mem_unitaryGroup_iff'.1 hU] at h2
  have h3 : ‖(1 : Matrix n n ℂ)‖ ≤ 1 := by nlinarith
  nlinarith

/-- For Hermitian `K`, the inverse of `1 + iK` has norm at most one, and `1 + iK` itself
has norm at most `√(1 + ‖K‖²)`. -/
theorem implicitFactor_norms {K : Matrix n n ℂ} (hK : K.IsHermitian) :
    ‖(implicitFactor K)⁻¹‖ ≤ 1 ∧ ‖implicitFactor K‖ ≤ √(1 + ‖K‖ ^ 2) := by
  have hone := norm_le_one_of_unitary (one_mem (Matrix.unitaryGroup n ℂ))
  constructor
  · -- the inverse is the average of the identity and a unitary matrix
    have hs : implicitFactor K + explicitFactor K = (2 : ℂ) • (1 : Matrix n n ℂ) := by
      unfold implicitFactor explicitFactor
      module
    have h : (implicitFactor K)⁻¹ = (1 / 2 : ℂ) • (1 + cayley K) := by
      rw [cayley, ← Matrix.mul_nonsing_inv _ (isUnit_det_implicitFactor hK), ← add_mul, hs,
        smul_mul_assoc, one_mul, smul_smul]
      norm_num
    have hc := norm_le_one_of_unitary (cayley_mem_unitaryGroup hK)
    have ha := norm_add_le (1 : Matrix n n ℂ) (cayley K)
    have hhalf : ‖(1 / 2 : ℂ)‖ = 1 / 2 := by norm_num
    rw [h, norm_smul, hhalf]
    linarith
  · refine (le_abs_self _).trans (Real.abs_le_sqrt ?_)
    have h := Matrix.l2_opNorm_conjTranspose_mul_self (implicitFactor K)
    rw [implicitFactor_conjTranspose hK, (factor_mul K).1] at h
    have ha := norm_add_le (1 : Matrix n n ℂ) (K * K)
    have hm := norm_mul_le K K
    nlinarith

/-- For Hermitian `K`, the factor `1 + iK` carries `k` alternating steps into the `k`-th power of a
product of two Cayley factors. -/
theorem implicitFactor_mul_splitStep_pow (L : Matrix n n ℂ) {K : Matrix n n ℂ}
    (hK : K.IsHermitian) (k : ℕ) :
    implicitFactor K * splitStep L K ^ k = (cayley L * cayley K) ^ k * implicitFactor K := by
  have hu := isUnit_det_implicitFactor hK
  have hc : cayley K * implicitFactor K = explicitFactor K := by
    rw [cayley, Matrix.mul_assoc, Matrix.nonsing_inv_mul _ hu, mul_one]
  have h1 : implicitFactor K * splitStep L K = cayley L * cayley K * implicitFactor K := by
    rw [Matrix.mul_assoc (cayley L), hc, splitStep, cayley]
    simp only [← Matrix.mul_assoc]
    rw [Matrix.mul_nonsing_inv _ hu, one_mul]
  induction k with
  | zero => simp
  | succ k ih =>
    rw [pow_succ, ← Matrix.mul_assoc, ih, Matrix.mul_assoc, h1, pow_succ]
    simp only [Matrix.mul_assoc]

/-- Any number of alternating steps with Hermitian `L` and `K` conserves the quadratic form
of `1 + K²`. -/
theorem splitStep_conserves {L K : Matrix n n ℂ} (hL : L.IsHermitian) (hK : K.IsHermitian)
    (k : ℕ) : (splitStep L K ^ k)ᴴ * (1 + K * K) * splitStep L K ^ k = 1 + K * K := by
  have hV := Matrix.mem_unitaryGroup_iff'.1
    (pow_mem (mul_mem (cayley_mem_unitaryGroup hL) (cayley_mem_unitaryGroup hK)) k)
  rw [Matrix.star_eq_conjTranspose] at hV
  have hG : 1 + K * K = (implicitFactor K)ᴴ * implicitFactor K := by
    rw [implicitFactor_conjTranspose hK, (factor_mul K).1]
  calc (splitStep L K ^ k)ᴴ * (1 + K * K) * splitStep L K ^ k
      = (implicitFactor K * splitStep L K ^ k)ᴴ * (implicitFactor K * splitStep L K ^ k) := by
        rw [hG, Matrix.conjTranspose_mul]
        simp only [Matrix.mul_assoc]
    _ = (implicitFactor K)ᴴ * (((cayley L * cayley K) ^ k)ᴴ * (cayley L * cayley K) ^ k)
          * implicitFactor K := by
        rw [implicitFactor_mul_splitStep_pow L hK k, Matrix.conjTranspose_mul]
        simp only [Matrix.mul_assoc]
    _ = 1 + K * K := by rw [hV, mul_one, hG]

/-- For Hermitian `A` and `B` and real `t`, every power of the Peaceman-Rachford step has
operator norm at most `√(1 + ‖tB/2‖²)`. -/
theorem peacemanRachford_stable {A B : Matrix n n ℂ} (hA : A.IsHermitian)
    (hB : B.IsHermitian) (t : ℝ) (k : ℕ) :
    ‖peacemanRachford t A B ^ k‖ ≤ √(1 + ‖(t / 2) • B‖ ^ 2) := by
  have hL : ((t / 2) • A).IsHermitian := by
    rw [Matrix.IsHermitian, Matrix.conjTranspose_smul, hA.eq, star_trivial]
  have hK : ((t / 2) • B).IsHermitian := by
    rw [Matrix.IsHermitian, Matrix.conjTranspose_smul, hB.eq, star_trivial]
  unfold peacemanRachford
  generalize (t / 2) • A = L at *
  generalize (t / 2) • B = K at *
  obtain ⟨hinv, hfac⟩ := implicitFactor_norms hK
  have hV := norm_le_one_of_unitary
    (pow_mem (mul_mem (cayley_mem_unitaryGroup hL) (cayley_mem_unitaryGroup hK)) k)
  -- the step is similar to a unitary matrix
  have hS : splitStep L K ^ k
      = (implicitFactor K)⁻¹ * ((cayley L * cayley K) ^ k * implicitFactor K) := by
    rw [← implicitFactor_mul_splitStep_pow L hK k, ← Matrix.mul_assoc,
      Matrix.nonsing_inv_mul _ (isUnit_det_implicitFactor hK), one_mul]
  have h1 := norm_mul_le ((cayley L * cayley K) ^ k) (implicitFactor K)
  have h2 := norm_mul_le (implicitFactor K)⁻¹ ((cayley L * cayley K) ^ k * implicitFactor K)
  rw [hS]
  have h3 := mul_le_of_le_one_left (norm_nonneg (implicitFactor K)) hV
  have h4 := mul_le_of_le_one_left
    (norm_nonneg ((cayley L * cayley K) ^ k * implicitFactor K)) hinv
  linarith

/-- The Pauli matrix `σx`. -/
def pauliX : Matrix (Fin 2) (Fin 2) ℂ := !![0, 1; 1, 0]

/-- The projector on the first basis state. -/
def projector : Matrix (Fin 2) (Fin 2) ℂ := !![1, 0; 0, 0]

/-- For `t = 2`, `A = σx` and `B` the projector on the first basis state, `tB/2` has norm one and a
single step has norm `√2`. -/
theorem peacemanRachford_sharp :
    ‖((2 : ℝ) / 2) • projector‖ = 1 ∧ ‖peacemanRachford 2 pauliX projector‖ = √2 := by
  have hX : pauliX.IsHermitian := by
    ext i j; fin_cases i <;> fin_cases j <;> simp [pauliX]
  have hP : projector.IsHermitian := by
    ext i j; fin_cases i <;> fin_cases j <;> simp [projector]
  have h22 : (2 : ℝ) / 2 = 1 := by norm_num
  have hnorm : ‖projector‖ = 1 := by
    have h := Matrix.l2_opNorm_conjTranspose_mul_self projector
    have hPP : projector * projector = projector := by
      ext i j; fin_cases i <;> fin_cases j <;> simp [projector, Matrix.mul_apply]
    rw [hP.eq, hPP] at h
    have h0 : projector ≠ 0 := fun h0 => by
      have := congrFun (congrFun h0 0) 0
      simp [projector] at this
    exact mul_left_cancel₀ (norm_ne_zero_iff.2 h0) (by rw [← h, mul_one])
  have hup := peacemanRachford_stable hX hP 2 1
  rw [pow_one, h22, one_smul, hnorm] at hup
  -- the two inverses and the step in closed form
  have hf1 : implicitFactor pauliX = !![1, I; I, 1] := by
    rw [implicitFactor, Matrix.one_fin_two]
    ext i j; fin_cases i <;> fin_cases j <;> simp [pauliX]
  have hf2 : implicitFactor projector = !![1 + I, 0; 0, 1] := by
    rw [implicitFactor, Matrix.one_fin_two]
    ext i j; fin_cases i <;> fin_cases j <;> simp [projector]
  have he1 : explicitFactor pauliX = !![1, -I; -I, 1] := by
    rw [explicitFactor, Matrix.one_fin_two]
    ext i j; fin_cases i <;> fin_cases j <;> simp [pauliX]
  have he2 : explicitFactor projector = !![1 - I, 0; 0, 1] := by
    rw [explicitFactor, Matrix.one_fin_two]
    ext i j; fin_cases i <;> fin_cases j <;> simp [projector]
  have hi1 : (implicitFactor pauliX)⁻¹ = !![1 / 2, -I / 2; -I / 2, 1 / 2] := by
    apply Matrix.inv_eq_right_inv
    rw [hf1, Matrix.mul_fin_two, Matrix.one_fin_two]
    ext i j
    fin_cases i <;> fin_cases j <;> apply Complex.ext <;> norm_num
  have hi2 : (implicitFactor projector)⁻¹ = !![(1 - I) / 2, 0; 0, 1] := by
    apply Matrix.inv_eq_right_inv
    rw [hf2, Matrix.mul_fin_two, Matrix.one_fin_two]
    ext i j
    fin_cases i <;> fin_cases j <;> apply Complex.ext <;> norm_num
  have hS : peacemanRachford 2 pauliX projector = !![0, -(1 + I) / 2; -(1 + I), 0] := by
    rw [peacemanRachford, h22, one_smul, one_smul, splitStep, hi1, hi2, he1, he2,
      Matrix.mul_fin_two, Matrix.mul_fin_two, Matrix.mul_fin_two]
    ext i j
    fin_cases i <;> fin_cases j <;> apply Complex.ext <;> norm_num
  have hSH : (!![0, -(1 + I) / 2; -(1 + I), 0] : Matrix (Fin 2) (Fin 2) ℂ)ᴴ
      = !![0, -(1 - I); -(1 - I) / 2, 0] := by
    ext i j
    fin_cases i <;> fin_cases j <;> apply Complex.ext <;>
      norm_num [Matrix.conjTranspose_apply]
  have hE : (peacemanRachford 2 pauliX projector)ᴴ * peacemanRachford 2 pauliX projector
      * projector = (2 : ℂ) • projector := by
    rw [hS, hSH, projector, Matrix.mul_fin_two, Matrix.mul_fin_two]
    ext i j
    fin_cases i <;> fin_cases j <;> apply Complex.ext <;> norm_num
  have hlow := norm_mul_le ((peacemanRachford 2 pauliX projector)ᴴ
    * peacemanRachford 2 pauliX projector) projector
  have htwo : ‖(2 : ℂ)‖ = 2 := by norm_num
  rw [hE, norm_smul, hnorm, Matrix.l2_opNorm_conjTranspose_mul_self, htwo] at hlow
  refine ⟨by rw [h22, one_smul, hnorm], le_antisymm ?_ ?_⟩
  · have h : (1 : ℝ) + 1 ^ 2 = 2 := by norm_num
    rwa [h] at hup
  · exact Real.sqrt_le_iff.2 ⟨norm_nonneg _, by nlinarith⟩

end

end PeacemanRachfordStability
```

```lean
#print axioms PeacemanRachfordStability.splitStep_conserves
#print axioms PeacemanRachfordStability.peacemanRachford_stable
#print axioms PeacemanRachfordStability.peacemanRachford_sharp
```

```
'PeacemanRachfordStability.splitStep_conserves' depends on axioms: [propext, Classical.choice, Quot.sound]
'PeacemanRachfordStability.peacemanRachford_stable' depends on axioms: [propext, Classical.choice, Quot.sound]
'PeacemanRachfordStability.peacemanRachford_sharp' depends on axioms: [propext, Classical.choice, Quot.sound]
```

## How the Lean statements match the scheme

`Matrix n n ℂ` with a finite index type `n` represents operators on a finite basis or grid. `IsHermitian` is the physical condition on A and B, and `ᴴ` is the adjoint. The opened scope `Matrix.Norms.L2Operator` makes `‖·‖` the Euclidean operator norm. `peacemanRachford t A B` is S, with A in the inner pair of factors and B in the outer pair; exchanging them puts A into the bound.

`peacemanRachford_stable` is the bound for all `t` and `k`. `splitStep_conserves` is the conservation law, stated for arbitrary Hermitian `L` and `K`. `peacemanRachford_sharp` is the two-level example.

Lean's matrix inverse is defined even for singular matrices, so `isUnit_det_implicitFactor` matters: it shows, from positive definiteness of 1 + K², that the solves have unique solutions. `cayley_mem_unitaryGroup` proves unitarity by the calculation above, and `norm_le_one_of_unitary` turns it into a norm estimate. `implicitFactor_norms` contains the averaging formula for the inverse and the estimate of ‖1 + iK‖. `implicitFactor_mul_splitStep_pow` is the similarity relation, by induction on `k`. The stability proof rewrites Sᵏ with it and applies `norm_mul_le` twice.

For the example, the file computes both inverses and S explicitly. The upper bound comes from the stability theorem with k = 1. The lower bound uses S†S P = 2P, which gives 2 = ‖2P‖ ≤ ‖S†S‖ ‖P‖ = ‖S‖².

## Exact solves, fixed matrices and no accuracy estimate

The theorems concern exact arithmetic and exact linear solves. A, B and t stay the same throughout the run; a time-dependent potential in B or an adaptive step changes K, and with it the conserved form. Absorbing potentials make A or B non-Hermitian, and then neither the stability theorem nor the conservation law applies. Nor do these two theorems cover the real factors of the diffusion version of the Peaceman–Rachford scheme.

Stability is not accuracy: nothing here estimates the distance between S and exp(−it(A + B)). The bound is uniform in k but not in the grid. For a finite-difference kinetic energy, ‖B‖ grows as the spacing shrinks, so refining the grid at fixed t weakens the bound.
